# The antisymmetrizer as an ordered product of exchange factors, one per particle

A few-electron trial function, stored as an array over the positions and spins of all particles, must be antisymmetric to describe electrons. One that is not can be antisymmetrized, and the result is usable if it is not zero. The direct way adds up $N!$ signed, permuted copies. The problems below reach the same function with one factor per particle, each built from pair exchanges. The number $N$ of particles is finite, and no Hamiltonian enters.

Particles are numbered $0,\dots,N-1$. Their permutations form the group $S_N$, in Lean `Perm (Fin N)`; $(i\,k)$ exchanges $i$ and $k$, and in $st$ the permutation $t$ acts first. Permutations are represented in a ring $R$, not necessarily commutative, by a map $\rho$ with $\rho(1)=1$ and $\rho(st)=\rho(s)\rho(t)$.

```lean
import Mathlib

open Equiv

namespace StepwiseAntisymmetrizer

noncomputable section

variable {R : Type*} [Ring R] {N : ℕ}
```

Write $\sigma(s)=\operatorname{sgn}(s)\,\rho(s)$ for a signed permutation.

```lean
/-- A particle permutation, represented by `ρ` and weighted with its sign. -/
def signed (ρ : Perm (Fin N) →* R) (s : Perm (Fin N)) : R :=
  (Perm.sign s : ℤ) • ρ s
```

The exchange sum is $J_k=\sum_{i<k}\rho((i\,k))$, so $J_0=0$. In the group ring these are the Jucys–Murphy elements, which textbooks usually number from 1.

```lean
/-- The exchange sum `J_k`: all exchanges of particle `k` with a particle of lower number. -/
def exchangeSum (ρ : Perm (Fin N) →* R) (k : Fin N) : R :=
  ∑ i ∈ Finset.Iio k, ρ (swap i k)
```

Let $P$ be the product of all factors $1-J_k$. A list fixes their order, with the lowest $k$ on the left. When the factors are operators, the one with the highest $k$ therefore acts first. Any other order would give the same product, because the $J_k$ commute with each other; this is neither proved nor used here.

```lean
/-- The product of the factors `1 - J_k`, with `k` increasing from left to right. -/
def stepwiseProduct (ρ : Perm (Fin N) →* R) : R :=
  (List.ofFn fun k : Fin N => 1 - exchangeSum ρ k).prod
```

Let $G_m$ be the set of permutations that move only the first $m$ particles.

```lean
/-- The permutations of `N` particles that move only the first `m` of them. -/
def firstPerms (N m : ℕ) : Finset (Perm (Fin N)) :=
  Finset.univ.filter fun s => ∀ i : Fin N, m ≤ (i : ℕ) → s i = i
```

The partial antisymmetrizer is $A_m=\sum_{s\in G_m}\sigma(s)$. Unlike the usual antisymmetrizer, it carries no factor $1/m!$ or $1/\sqrt{m!}$.

```lean
/-- The unnormalized antisymmetrizer of the first `m` particles. -/
def partialAntisymmetrizer (ρ : Perm (Fin N) →* R) (m : ℕ) : R :=
  ∑ s ∈ firstPerms N m, signed ρ s
```

## (a) Which particles stay in place

Express membership in $G_m$ as a condition on single particles:

$$s\in G_m\iff s(i)=i\ \text{ for all } i\ge m.$$

**Solution.** Moving only particles $0,\dots,m-1$ means fixing every other one. Lean unfolds the definition.

```lean
/-- A permutation moves only the first `m` particles exactly when it fixes all the others. -/
theorem mem_firstPerms {m : ℕ} {s : Perm (Fin N)} :
    s ∈ firstPerms N m ↔ ∀ i : Fin N, m ≤ (i : ℕ) → s i = i := by
  simp [firstPerms]
```

## (b) Products of signed permutations

Show that signs and representatives combine consistently:

$$\sigma(st)=\sigma(s)\,\sigma(t).$$

**Solution.** Both $\operatorname{sgn}$ and $\rho$ are multiplicative, and the integer signs can be moved past ring elements.

```lean
/-- Signed permutations multiply like the permutations themselves. -/
theorem signed_mul (ρ : Perm (Fin N) →* R) (s t : Perm (Fin N)) :
    signed ρ (s * t) = signed ρ s * signed ρ t := by
  unfold signed
  rw [Perm.sign_mul, Units.val_mul, map_mul, smul_mul_smul_comm]
```

## (c) One factor as a signed sum

Write a single factor as a sum over swaps, with $(k\,k)=1$:

$$1-J_k=\sum_{i\le k}\sigma((i\,k)).$$

**Solution.** The term $i=k$ gives $1$. Each term with $i<k$ is a true exchange, of sign $-1$, and together these give $-J_k$. Lean separates the term $i=k$ with `Finset.sum_insert` and then treats the two cases.

```lean
/-- The factor `1 - J_k` is the signed sum of the swaps `(i k)` over `i ≤ k`, where the
swap of `k` with itself is the identity. -/
theorem one_sub_exchangeSum (ρ : Perm (Fin N) →* R) (k : Fin N) :
    1 - exchangeSum ρ k = ∑ i ∈ Finset.Iic k, signed ρ (swap i k) := by
  have hI : Finset.Iic k = insert k (Finset.Iio k) := by
    ext i
    simp only [Finset.mem_Iic, Finset.mem_insert, Finset.mem_Iio]
    exact le_iff_eq_or_lt
  rw [hI, Finset.sum_insert (by simp), exchangeSum, sub_eq_add_neg,
    ← Finset.sum_neg_distrib]
  congr 1
  · have h1 : swap k k = (1 : Perm (Fin N)) := swap_self k
    rw [signed, h1]
    simp
  · refine Finset.sum_congr rfl fun i hi => ?_
    have hne : i ≠ k := (Finset.mem_Iio.1 hi).ne
    rw [signed, Perm.sign_swap hne]
    simp
```

## (d) Adding a particle

For $0\le k<N$, show how the partial antisymmetrizer grows:

$$A_{k+1}=A_k\,(1-J_k).$$

**Solution.** By (b) and (c),

$$A_k(1-J_k)=\sum_{t\in G_k}\sum_{i\le k}\sigma(t\,(i\,k)).$$

It remains to show that each $s\in G_{k+1}$ occurs exactly once as $t\,(i\,k)$. Every such product lies in $G_{k+1}$, since neither factor moves a particle above $k$.

Conversely, given $s$, put $i=s^{-1}(k)$. Then $i\le k$, because $s$ fixes everything above $k$. The permutation $t=s\,(i\,k)$ sends $k$ to $s(i)=k$ and fixes everything above $k$, so $t\in G_k$, and $t\,(i\,k)=s$.

The pair is unique: $t\,(i\,k)$ sends $i$ to $t(k)=k$, so $i$ must be the preimage of $k$, and this determines $t$.

```lean
/-- Adding one particle: the antisymmetrizer of the particles up to and including `k` is that
of the particles before `k`, times `1 - J_k`. -/
theorem add_particle (ρ : Perm (Fin N) →* R) (k : Fin N) :
    partialAntisymmetrizer ρ ((k : ℕ) + 1) =
      partialAntisymmetrizer ρ k * (1 - exchangeSum ρ k) := by
  rw [one_sub_exchangeSum]
  unfold partialAntisymmetrizer
  rw [Finset.sum_mul_sum, ← Finset.sum_product']
  symm
  -- each permutation is `t * (i k)` in one way, with `i` the preimage of `k`
  refine Finset.sum_bij' (fun p _ => p.1 * swap p.2 k)
    (fun s _ => (s * swap (s⁻¹ k) k, s⁻¹ k)) ?_ ?_ ?_ ?_ ?_
  · rintro ⟨t, i⟩ h
    simp only [Finset.mem_product, mem_firstPerms, Finset.mem_Iic] at h ⊢
    obtain ⟨ht, hi⟩ := h
    intro j hj
    have hi' : (i : ℕ) ≤ k := hi
    have h1 : j ≠ i := by
      intro e
      rw [e] at hj
      omega
    have h2 : j ≠ k := by
      intro e
      rw [e] at hj
      omega
    rw [Perm.mul_apply, swap_apply_of_ne_of_ne h1 h2]
    exact ht j (by omega)
  · intro s hs
    simp only [Finset.mem_product, mem_firstPerms, Finset.mem_Iic] at hs ⊢
    have hsk : s (s⁻¹ k) = k := by simp
    have hle : s⁻¹ k ≤ k := by
      by_contra hlt
      have hlt' : (k : ℕ) + 1 ≤ ((s⁻¹ k : Fin N) : ℕ) := not_le.1 hlt
      have e := hs _ hlt'
      rw [hsk] at e
      exact hlt e.symm.le
    refine ⟨fun j hj => ?_, hle⟩
    by_cases hjk : j = k
    · rw [hjk, Perm.mul_apply, swap_apply_right, hsk]
    · have hv : (j : ℕ) ≠ k := fun e => hjk (Fin.ext e)
      have hle' : ((s⁻¹ k : Fin N) : ℕ) ≤ k := hle
      have h1 : j ≠ s⁻¹ k := by
        intro e
        rw [← e] at hle'
        omega
      rw [Perm.mul_apply, swap_apply_of_ne_of_ne h1 hjk]
      exact hs j (by omega)
  · rintro ⟨t, i⟩ h
    simp only [Finset.mem_product, mem_firstPerms, Finset.mem_Iic] at h
    have e : (t * swap i k)⁻¹ k = i := by
      rw [Perm.inv_eq_iff_eq, Perm.mul_apply, swap_apply_left, h.1 k le_rfl]
    simp only [e, mul_assoc, swap_mul_self, mul_one]
  · intro s _
    simp only [mul_assoc, swap_mul_self, mul_one]
  · rintro ⟨t, i⟩ _
    exact (signed_mul ρ t (swap i k)).symm
```

The central device is `Finset.sum_bij'`, which equates two finite sums when given a map in each direction between their index sets. The maps here are $(t,i)\mapsto t\,(i\,k)$ and $s\mapsto(s\,(s^{-1}(k)\;k),\,s^{-1}(k))$. Five obligations follow, one per bullet: each map lands in the right set, each round trip returns its starting point, and corresponding summands agree. The inverse map takes the place of separate proofs of injectivity and surjectivity.

## (e) The first $m$ factors

For $m\le N$, evaluate the partial product:

$$(1-J_0)(1-J_1)\cdots(1-J_{m-1})=A_m.$$

**Solution.** For $m=0$ the product is empty and $G_0=\{1\}$, so both sides are $1$. If the claim holds for $m<N$, multiplying on the right by $1-J_m$ gives $A_{m+1}$ by (d). In Lean, `List.prod_take_succ` splits off this last factor.

```lean
/-- For `m ≤ N`, the first `m` factors multiply to the antisymmetrizer of the first `m`
particles. -/
theorem partial_product (ρ : Perm (Fin N) →* R) (m : ℕ) (hm : m ≤ N) :
    ((List.ofFn fun k : Fin N => 1 - exchangeSum ρ k).take m).prod =
      partialAntisymmetrizer ρ m := by
  induction m with
  | zero =>
    have h0 : firstPerms N 0 = {1} := by
      ext s
      rw [mem_firstPerms, Finset.mem_singleton]
      exact ⟨fun h => Equiv.ext fun i => h i (Nat.zero_le _), fun h i _ => by simp [h]⟩
    simp [partialAntisymmetrizer, h0, signed]
  | succ m ih =>
    have hl : m < (List.ofFn fun k : Fin N => 1 - exchangeSum ρ k).length := by
      rw [List.length_ofFn]
      omega
    rw [List.prod_take_succ _ m hl, ih (by omega), List.getElem_ofFn]
    exact (add_particle ρ ⟨m, hm⟩).symm
```

## (f) All factors

Evaluate the whole product in any representation:

$$P=\sum_{s\in S_N}\operatorname{sgn}(s)\,\rho(s).$$

**Solution.** Set $m=N$ in (e). No particle has number $N$ or higher, so (a) imposes no condition and $G_N=S_N$.

```lean
/-- In every representation of the particle permutations, the stepwise product is the sum of
all permutations weighted with their signs. -/
theorem stepwiseProduct_eq (ρ : Perm (Fin N) →* R) :
    stepwiseProduct ρ = ∑ s : Perm (Fin N), (Perm.sign s : ℤ) • ρ s := by
  have h := partial_product ρ N le_rfl
  have e : (List.ofFn fun k : Fin N => 1 - exchangeSum ρ k).take N =
      List.ofFn fun k : Fin N => 1 - exchangeSum ρ k :=
    List.take_of_length_le (by simp)
  have hu : firstPerms N N = Finset.univ :=
    Finset.eq_univ_iff_forall.2 fun s => mem_firstPerms.2 fun i hi =>
      absurd i.isLt (not_lt_of_ge hi)
  rw [e] at h
  rw [stepwiseProduct, h]
  simp only [partialAntisymmetrizer, hu, signed]
```

## (g) The identity in the group ring

Let $\mathbb Z[S_N]$ be the ring of integer combinations of permutations. Show there, with $k$ increasing from left to right, that

$$\prod_{k=0}^{N-1}\Bigl(1-\sum_{i<k}(i\,k)\Bigr)=\sum_{s\in S_N}\operatorname{sgn}(s)\,s.$$

**Solution.** Take for $\rho$ the embedding of $S_N$ in its group ring, `MonoidAlgebra.of`, and apply (f). For $N=3$ the left side is

$$1-(0\,1)-(0\,2)-(1\,2)+(0\,1)(0\,2)+(0\,1)(1\,2),$$

whose last two terms are the two cyclic permutations.

```lean
/-- In the integral group ring of the permutations of `N` particles, the product of `1 - J_k`
in increasing order of `k` equals the sum of `sign(s) s`. Particles are numbered from 0. -/
theorem groupRing_factorization (N : ℕ) :
    (List.ofFn fun k : Fin N =>
      1 - ∑ i ∈ Finset.Iio k, MonoidAlgebra.of ℤ (Perm (Fin N)) (swap i k)).prod =
    ∑ s : Perm (Fin N), (Perm.sign s : ℤ) • MonoidAlgebra.of ℤ (Perm (Fin N)) s :=
  stepwiseProduct_eq (MonoidAlgebra.of ℤ (Perm (Fin N)))
```

## (h) Antisymmetry

Show that a further permutation $t$ contributes only its sign:

$$\rho(t)\,P=\operatorname{sgn}(t)\,P.$$

**Solution.** Since $\operatorname{sgn}(s)=\operatorname{sgn}(t)\operatorname{sgn}(ts)$,

$$\rho(t)P=\sum_s\operatorname{sgn}(s)\rho(ts)=\operatorname{sgn}(t)\sum_s\operatorname{sgn}(ts)\rho(ts),$$

and $ts$ runs over all of $S_N$. Lean relabels the sum with `Equiv.mulLeft t`.

```lean
/-- Permuting the particles after the stepwise product only multiplies it by the sign of the
permutation. -/
theorem perm_mul_stepwiseProduct (ρ : Perm (Fin N) →* R) (t : Perm (Fin N)) :
    ρ t * stepwiseProduct ρ = (Perm.sign t : ℤ) • stepwiseProduct ρ := by
  rw [stepwiseProduct_eq, Finset.mul_sum, Finset.smul_sum]
  -- relabel the sum by `s ↦ t * s`
  refine Fintype.sum_equiv (Equiv.mulLeft t) _ _ fun s => ?_
  rw [Equiv.coe_mulLeft, Perm.sign_mul, Units.val_mul, map_mul, smul_smul, ← mul_assoc,
    Int.units_coe_mul_self, one_mul, mul_smul_comm]
```

## (i) The normalization

Compute the square:

$$P^2=N!\,P.$$

**Solution.** By (h), $\sigma(s)P=\operatorname{sgn}(s)^2P=P$ for each $s$. Summing over the $N!$ permutations gives the result. For operators on complex wave functions, $P/N!$ is therefore idempotent.

```lean
/-- The square of the stepwise product is `N!` times the product. -/
theorem stepwiseProduct_sq (ρ : Perm (Fin N) →* R) :
    stepwiseProduct ρ * stepwiseProduct ρ = N.factorial • stepwiseProduct ρ := by
  have key : ∀ s : Perm (Fin N),
      ((Perm.sign s : ℤ) • ρ s) * stepwiseProduct ρ = stepwiseProduct ρ := fun s => by
    rw [smul_mul_assoc, perm_mul_stepwiseProduct, smul_smul, Int.units_coe_mul_self, one_smul]
  calc stepwiseProduct ρ * stepwiseProduct ρ
      = (∑ s : Perm (Fin N), (Perm.sign s : ℤ) • ρ s) * stepwiseProduct ρ := by
        rw [← stepwiseProduct_eq]
    _ = N.factorial • stepwiseProduct ρ := by
        rw [Finset.sum_mul, Finset.sum_congr rfl fun s _ => key s, Finset.sum_const,
          Finset.card_univ, Fintype.card_perm, Fintype.card_fin]
```

## (j) Wave functions

Let $X$ be the set of one-particle coordinates, for instance position and spin. A permutation acts on $\psi$ by $(\rho(s)\psi)(x)=\psi(x\circ s)$, where $(x\circ s)_i=x_{s(i)}$.

```lean
/-- Permutations acting on `N`-particle wave functions by permuting the coordinates. -/
def coordinatePerm (N : ℕ) (X : Type*) :
    Perm (Fin N) →* Module.End ℂ ((Fin N → X) → ℂ) where
  toFun s :=
    { toFun := fun ψ x => ψ fun i => x (s i)
      map_add' := fun _ _ => rfl
      map_smul' := fun _ _ => rfl }
  map_one' := rfl
  map_mul' _ _ := rfl
```

Find the action of the product on $\psi$:

$$(P\psi)(x)=\sum_{s\in S_N}\operatorname{sgn}(s)\,\psi(x\circ s).$$

**Solution.** Use this $\rho$ in (f), apply both sides to $\psi$, and evaluate at $x$. A sum of operators acts term by term.

```lean
/-- On an `N`-particle wave function, the stepwise product of exchange operators gives the
signed sum over all permutations of the coordinates. -/
theorem stepwiseProduct_wavefunction {X : Type*} (ψ : (Fin N → X) → ℂ) (x : Fin N → X) :
    stepwiseProduct (coordinatePerm N X) ψ x =
      ∑ s : Perm (Fin N), ((Perm.sign s : ℤ) : ℂ) * ψ (fun i => x (s i)) := by
  rw [stepwiseProduct_eq, LinearMap.sum_apply, Finset.sum_apply]
  refine Finset.sum_congr rfl fun s _ => ?_
  rw [LinearMap.smul_apply, Pi.smul_apply, zsmul_eq_mul]
  rfl

end

end StepwiseAntisymmetrizer
```

For four electrons on a grid, start from the array of values of $\psi$, with one index per electron that covers both position and spin. Subtract the three copies in which index 3 is interchanged with index 0, 1 or 2. From the new array subtract the two copies with index 2 interchanged with 0 or 1, and from that result the one copy with 0 and 1 interchanged. This takes six interchanged copies, where the direct sum needs 23 besides the original. Division by $4!=24$ gives the projection of $\psi$ onto the antisymmetric functions. This may be zero, and otherwise it generally still has to be scaled to norm 1.

Here $\psi$ is any complex function. For identical particles in the continuum, permuting the coordinates preserves the norm, so $P$ takes square-integrable functions to square-integrable functions; this is not proved here.

```lean
#print axioms StepwiseAntisymmetrizer.partial_product
#print axioms StepwiseAntisymmetrizer.groupRing_factorization
#print axioms StepwiseAntisymmetrizer.stepwiseProduct_sq
#print axioms StepwiseAntisymmetrizer.stepwiseProduct_wavefunction
```

```
'StepwiseAntisymmetrizer.partial_product' depends on axioms: [propext, Classical.choice, Quot.sound]
'StepwiseAntisymmetrizer.groupRing_factorization' depends on axioms: [propext, Classical.choice, Quot.sound]
'StepwiseAntisymmetrizer.stepwiseProduct_sq' depends on axioms: [propext, Classical.choice, Quot.sound]
'StepwiseAntisymmetrizer.stepwiseProduct_wavefunction' depends on axioms: [propext, Classical.choice, Quot.sound]
```
